# Outside characteristic 2, every antisymmetric polynomial is the Vandermonde product times a symmetric polynomial

Put N electrons with parallel spins in a plane, in a strong perpendicular magnetic field, and keep only the lowest Landau level. In the symmetric gauge, with the magnetic length as unit, the states with polynomial prefactor are

p(z_0, …, z_{N−1}) · exp(−Σ_k |z_k|²/4),

where z_k is the complex position of electron k, with the sign of its imaginary part chosen to suit the direction of the field. The Gaussian is unchanged when two electrons are exchanged, so the Pauli principle falls on p alone: it must change sign. If p is homogeneous, its degree is the magnitude of the total orbital angular momentum in units of ħ. What can such a p look like, and how small can its degree be?

Let K be a field in which 2 ≠ 0, such as the real or complex numbers, and write x_0, …, x_{N−1} for the variables. Define the Vandermonde polynomial

V = ∏_{i<k} (x_k − x_i).

A polynomial p over K changes sign under every exchange of two variables if and only if p = V·s with s symmetric. If p is also nonzero, its total degree is at least N(N−1)/2.

## A factor for every pair of particles

Let p be antisymmetric and i ≠ j. Write p| for the polynomial obtained from p by replacing x_j with x_i. Exchanging x_i and x_j before this replacement makes no difference to the result, but it turns p into −p. Hence

p| = −p|, so 2p| = 0, so p| = 0.

Modulo x_j − x_i, the variables x_j and x_i are equal, so p and p| leave the same remainder. That remainder is zero, and x_j − x_i divides p.

The factors must now be collected into one product. Suppose p = D·q, where D is the product of x_l − x_k over some set of pairs k < l, and let i < j be a pair not yet in the set. Replacing x_j with x_i gives

0 = D| · q|.

A factor x_l − x_k becomes zero only if k and l are the two particles being merged. Since both pairs are ordered, that would mean (k, l) = (i, j), which is excluded. So D| is a product of nonzero polynomials and is nonzero. Therefore q| = 0, and q contains the factor x_j − x_i. After all pairs have been treated, p = V·s.

To see that V is antisymmetric, consider the determinant with entries x_i^a, where i and a run from 0 to N−1. Exchanging two particles exchanges two rows, so the determinant is antisymmetric and V divides it. Both are homogeneous of degree 0 + 1 + … + (N−1) = N(N−1)/2, so they differ by a constant factor. The monomial x_1 x_2² ⋯ x_{N−1}^{N−1} has coefficient 1 in both, so they are equal.

Now exchange two variables in p = V·s, and write s′ for the exchanged s. The left side becomes −V·s and the right side −V·s′. Cancelling −V gives s′ = s. Every permutation is a product of exchanges, so s is symmetric. Conversely, V times a symmetric polynomial changes sign because V does.

Finally, for p ≠ 0, degrees add:

deg p = N(N−1)/2 + deg s ≥ N(N−1)/2.

If equality holds, s is a constant and p is a multiple of V.

In characteristic 2 the bound can fail: for N = 2 the constant 1 equals its own negative, so it counts as antisymmetric, yet its degree is 0 and not at least 1.

## Three particles in numbers

Take N = 3 and fill the powers 0, 1 and 3. The determinant p with rows (1, x_i, x_i³) has degree 4, one more than the minimum 3, so its symmetric cofactor has degree 1. It is x_0 + x_1 + x_2. At x_0 = 1, x_1 = 2, x_2 = 4,

p = (2·64 − 8·4) − (64 − 8) + (4 − 2) = 96 − 56 + 2 = 42,

V = (2 − 1)(4 − 1)(4 − 2) = 6, and 6 · (1 + 2 + 4) = 42.

## Two spin species

Suppose that N↑ particles have spin up and N↓ have spin down, and that p changes sign only under exchanges within each group. The same argument, with factors collected only for pairs of equal spin, gives p = V↑·V↓·s, where s is invariant under exchanges within each group. A nonzero p then has degree at least N↑(N↑−1)/2 + N↓(N↓−1)/2. The Lean development below treats a single species.

## Polynomials, exchanges and coincidences in Lean

```lean
import Mathlib

open MvPolynomial

namespace AntisymmetricPolynomials

variable {N : ℕ} {K : Type*} [Field K]
```

The variables are labelled by `Fin N`, that is, by 0, …, N−1, and `X k` is x_k. The map `rename f` replaces each x_k by x_{f(k)}, so an exchange is `rename (Equiv.swap i j)`.

```lean
/-- A polynomial in `N` particle coordinates is antisymmetric if it changes sign under each
exchange of two different coordinates. -/
def IsAntisymmetric (p : MvPolynomial (Fin N) K) : Prop :=
  ∀ i j : Fin N, i ≠ j → rename (Equiv.swap i j) p = -p
```

This is the Pauli condition on the polynomial part. The Gaussian, the spin and the inner product do not appear; the statements are purely algebraic. For N = 0 or 1 there is nothing to exchange and every polynomial satisfies the condition.

```lean
/-- The pairs `(i, k)` of particles with `i < k`. -/
def pairs (N : ℕ) : Finset (Fin N × Fin N) :=
  Finset.univ.filter fun q => q.1 < q.2

/-- The Vandermonde polynomial, the product of `x_k - x_i` over all pairs `i < k`. -/
noncomputable def vandermonde (N : ℕ) (K : Type*) [Field K] : MvPolynomial (Fin N) K :=
  ∏ q ∈ pairs N, (X q.2 - X q.1)
```

The sign convention is fixed here: the variable with the larger label comes first in each factor. With no pairs, the product is 1.

```lean
/-- The relabelling that puts particle `j` at the position of particle `i`. -/
def merge (i j : Fin N) : Fin N → Fin N := fun k => if k = j then i else k
```

Renaming along `merge i j` is the replacement written p| above.

```lean
/-- Putting particle `j` on particle `i` does not make any other pair coincide identically. -/
theorem merge_ne {i j k l : Fin N} (hij : i < j) (hkl : k < l) (h : ¬(k = i ∧ l = j)) :
    merge i j l ≠ merge i j k := by
  unfold merge
  split_ifs <;> simp only [Fin.ext_iff, Fin.lt_def, ne_eq] at * <;> omega
```

This is the remark that a second ordered pair k < l stays apart when j is put on i. The proof goes through the cases of which labels equal j and leaves the inequalities to `omega`.

```lean
/-- Outside characteristic 2, an antisymmetric polynomial vanishes where two particles
coincide. -/
theorem vanishes_at_coincidence (h2 : (2 : K) ≠ 0) {p : MvPolynomial (Fin N) K}
    (hp : IsAntisymmetric p) {i j : Fin N} (hij : i ≠ j) : rename (merge i j) p = 0 := by
  -- once the two particles coincide, exchanging them has no effect
  have hc : merge i j ∘ Equiv.swap i j = merge i j := by
    funext k
    rcases eq_or_ne k i with rfl | hi
    · simp [merge]
    rcases eq_or_ne k j with rfl | hj
    · simp [merge]
    · simp [merge, Equiv.swap_apply_of_ne_of_ne hi hj]
  have h : rename (merge i j) (rename (Equiv.swap i j) p) = rename (merge i j) (-p) := by
    rw [hp i j hij]
  rw [rename_rename, hc, map_neg] at h
  refine MvPolynomial.ext _ _ fun m => ?_
  have hm := congrArg (coeff m) h
  rw [coeff_neg] at hm
  have h0 : (2 : K) * coeff m (rename (merge i j) p) = 0 := by linear_combination hm
  rw [coeff_zero]
  exact (mul_eq_zero.1 h0).resolve_left h2
```

The statement `hc` says that exchanging and then merging is the same as merging. Applied to the antisymmetry condition, it gives p| = −p|. The proof then reads this coefficient by coefficient, where 2c = 0 in K forces c = 0.

```lean
/-- A polynomial that becomes zero when `x_j` is replaced by `x_i` is divisible by `x_j - x_i`. -/
theorem dvd_of_vanishes {i j : Fin N} {p : MvPolynomial (Fin N) K}
    (hp : rename (merge i j) p = 0) : (X j - X i) ∣ p := by
  -- modulo `x_j - x_i`, merging the two particles is the identity
  have h : (Ideal.Quotient.mkₐ K (Ideal.span {(X j - X i : MvPolynomial (Fin N) K)})).comp
      (rename (merge i j)) = Ideal.Quotient.mkₐ K (Ideal.span {X j - X i}) := by
    apply MvPolynomial.algHom_ext
    intro k
    rw [AlgHom.comp_apply, rename_X, Ideal.Quotient.mkₐ_eq_mk]
    unfold merge
    split_ifs with hk
    · rw [hk]
      exact (Ideal.Quotient.eq.2 (Ideal.mem_span_singleton_self _)).symm
    · rfl
  have h' := DFunLike.congr_fun h p
  rw [AlgHom.comp_apply, hp, map_zero, Ideal.Quotient.mkₐ_eq_mk] at h'
  exact Ideal.mem_span_singleton.1 (Ideal.Quotient.eq_zero_iff_mem.1 h'.symm)
```

The remainder argument takes place in the quotient ring by the ideal generated by x_j − x_i. The statement `h` says that merging followed by passage to the quotient equals passage to the quotient alone. It suffices to check this on the variables, since both maps are algebra homomorphisms. A polynomial with p| = 0 therefore has class zero, which means divisibility.

## The Slater determinant and its degree

```lean
/-- The Vandermonde polynomial is the unnormalised Slater determinant of the monomials
`1, x, ..., x^(N-1)`. -/
theorem vandermonde_eq_det :
    vandermonde N K = (Matrix.vandermonde (X : Fin N → MvPolynomial (Fin N) K)).det := by
  rw [Matrix.det_vandermonde, vandermonde, pairs, Finset.prod_filter, Fintype.prod_prod_type]
  refine Finset.prod_congr rfl fun i _ => ?_
  have h : ∏ j ∈ Finset.Ioi i, (X j - X i : MvPolynomial (Fin N) K)
      = ∏ j, if i < j then X j - X i else 1 := by
    rw [← Finset.prod_filter]
    exact Finset.prod_congr (by ext; simp) fun _ _ => rfl
  exact h.symm
```

In `Matrix.vandermonde X` the rows are particles and the columns are the orbitals 1, x, …, x^{N−1}. Mathlib supplies the product formula, so the comparison of coefficients made above is not needed; what remains is to match two ways of indexing the product. The determinant is unnormalised. In the Landau-level setting, the normalised state is V times the Gaussian, divided by the square root of N! ∏_{a=0}^{N−1} 2π·2^a·a!.

```lean
/-- The Vandermonde polynomial is antisymmetric. -/
theorem vandermonde_antisymmetric : IsAntisymmetric (vandermonde N K) := by
  intro i j hij
  -- exchanging two particles exchanges two rows of the determinant
  have h : (rename (Equiv.swap i j)).mapMatrix
      (Matrix.vandermonde (X : Fin N → MvPolynomial (Fin N) K))
      = (Matrix.vandermonde X).submatrix (Equiv.swap i j) id := by
    refine Matrix.ext fun a b => ?_
    simp [Matrix.vandermonde_apply]
  rw [vandermonde_eq_det, AlgHom.map_det, h, Matrix.det_permute, Equiv.Perm.sign_swap hij]
  simp
```

The statement `h` identifies the exchange of variables with an exchange of rows, and `Matrix.det_permute` supplies the sign of the permutation, which is −1 for a swap.

```lean
/-- The Vandermonde polynomial is nonzero and has total degree `N(N-1)/2`. -/
theorem vandermonde_degree :
    vandermonde N K ≠ 0 ∧ (vandermonde N K).totalDegree = N * (N - 1) / 2 := by
  have hne : vandermonde N K ≠ 0 := by
    refine Finset.prod_ne_zero_iff.2 fun q hq => sub_ne_zero.2 fun h => ?_
    exact (Finset.mem_filter.1 hq).2.ne' (X_injective h)
  have hhom : (vandermonde N K).IsHomogeneous (∑ q ∈ pairs N, 1) :=
    IsHomogeneous.prod _ _ (fun _ => 1) fun q _ =>
      (isHomogeneous_X K q.2).sub (isHomogeneous_X K q.1)
  refine ⟨hne, ?_⟩
  -- particle `j` is the upper member of exactly `j` pairs
  rw [hhom.totalDegree hne, pairs, Finset.sum_filter, Fintype.sum_prod_type_right,
    ← Finset.sum_range_id, ← Fin.sum_univ_eq_sum_range (fun n => n) N]
  refine Finset.sum_congr rfl fun j _ => ?_
  have h : (∑ i : Fin N, if i < j then 1 else 0) = (j : ℕ) := by
    rw [← Finset.card_filter]
    exact (congrArg Finset.card (by ext; simp)).trans (Fin.card_Iio j)
  exact h
```

Each factor is nonzero because distinct labels give distinct variables. Each factor is also homogeneous of degree 1, so the degree of V is the number of pairs. The pairs are counted by their upper member: particle j is the upper member of j pairs, and the sum of j from 0 to N−1 is N(N−1)/2.

## Factorisation, degree bound and the state of lowest degree

```lean
/-- Outside characteristic 2, the Vandermonde polynomial divides every antisymmetric
polynomial. -/
theorem vandermonde_dvd (h2 : (2 : K) ≠ 0) {p : MvPolynomial (Fin N) K}
    (hp : IsAntisymmetric p) : vandermonde N K ∣ p := by
  have key : ∀ s : Finset (Fin N × Fin N), (∀ q ∈ s, q.1 < q.2) →
      (∏ q ∈ s, (X q.2 - X q.1 : MvPolynomial (Fin N) K)) ∣ p := by
    intro s
    induction s using Finset.induction_on with
    | empty => intro _; simp
    | insert a s ha ih =>
      intro hs
      obtain ⟨q, hq⟩ := ih fun b hb => hs b (Finset.mem_insert_of_mem hb)
      have hlt := hs a (Finset.mem_insert_self a s)
      have h0 := vanishes_at_coincidence h2 hp hlt.ne
      rw [hq, map_mul, map_prod] at h0
      -- the factors already extracted survive, so the cofactor must vanish
      have hne : ∏ b ∈ s, rename (merge a.1 a.2)
          (X b.2 - X b.1 : MvPolynomial (Fin N) K) ≠ 0 := by
        refine Finset.prod_ne_zero_iff.2 fun b hb => ?_
        rw [map_sub, rename_X, rename_X, sub_ne_zero]
        refine fun h => merge_ne hlt (hs b (Finset.mem_insert_of_mem hb)) ?_ (X_injective h)
        rintro ⟨h1, h3⟩
        exact ha (Prod.ext h1 h3 ▸ hb)
      obtain ⟨r, hr⟩ := dvd_of_vanishes ((mul_eq_zero.1 h0).resolve_left hne)
      rw [Finset.prod_insert ha]
      exact ⟨r, by rw [hq, hr]; ring⟩
  exact key (pairs N) fun q hq => (Finset.mem_filter.1 hq).2
```

The induction runs over finite sets `s` of ordered pairs. In the step, `hq` is p = D·q, `h0` is the merged equation, and `hne` says that D| ≠ 0, by `merge_ne`. The cofactor must then vanish at the coincidence, and `dvd_of_vanishes` extracts the new factor. Taking `s` to be all of `pairs N` gives V.

```lean
/-- Outside characteristic 2, a polynomial is antisymmetric exactly when it is the Vandermonde
polynomial times a symmetric polynomial. -/
theorem antisymmetric_iff (h2 : (2 : K) ≠ 0) (p : MvPolynomial (Fin N) K) :
    IsAntisymmetric p ↔ ∃ s : MvPolynomial (Fin N) K, s.IsSymmetric ∧ p = vandermonde N K * s := by
  constructor
  · intro hp
    obtain ⟨s, hs⟩ := vandermonde_dvd h2 hp
    refine ⟨s, fun e => ?_, hs⟩
    -- cancelling the Vandermonde factor leaves a cofactor invariant under exchanges
    have hswap : ∀ i j : Fin N, i ≠ j → rename (Equiv.swap i j) s = s := by
      intro i j hij
      have h := hp i j hij
      rw [hs, map_mul, vandermonde_antisymmetric i j hij] at h
      exact mul_left_cancel₀ vandermonde_degree.1 (by linear_combination -h)
    induction e using Equiv.Perm.swap_induction_on with
    | one => simp
    | swap_mul f i j hij ih =>
      rw [Equiv.Perm.coe_mul, ← rename_rename, ih, hswap i j hij]
  · rintro ⟨s, hs, rfl⟩ i j hij
    rw [map_mul, vandermonde_antisymmetric i j hij, hs (Equiv.swap i j), neg_mul]
```

This is the factorisation in both directions. The predicate `IsSymmetric` demands invariance under every permutation. The proof first obtains invariance under exchanges by cancelling V (`hswap`), then builds up an arbitrary permutation one swap at a time. The last two lines prove the converse.

```lean
/-- Outside characteristic 2, a nonzero antisymmetric polynomial in `N` variables has total
degree at least `N(N-1)/2`. -/
theorem degree_bound (h2 : (2 : K) ≠ 0) {p : MvPolynomial (Fin N) K}
    (hp : IsAntisymmetric p) (h0 : p ≠ 0) : N * (N - 1) / 2 ≤ p.totalDegree := by
  obtain ⟨s, rfl⟩ := vandermonde_dvd h2 hp
  rw [totalDegree_mul_of_isDomain vandermonde_degree.1 (right_ne_zero_of_mul h0),
    vandermonde_degree.2]
  exact Nat.le_add_right _ _
```

Total degrees add because K is a field and both factors are nonzero. The theorem applies to correlated states as well as to single determinants: for finitely many spin-polarised electrons confined to the lowest Landau level, no homogeneous polynomial state has orbital angular momentum of magnitude below N(N−1)/2, in units of ħ.

```lean
/-- Outside characteristic 2, an antisymmetric polynomial of total degree at most `N(N-1)/2`
is a constant multiple of the Vandermonde polynomial. -/
theorem lowest_degree_unique (h2 : (2 : K) ≠ 0) {p : MvPolynomial (Fin N) K}
    (hp : IsAntisymmetric p) (hd : p.totalDegree ≤ N * (N - 1) / 2) :
    ∃ c : K, p = C c * vandermonde N K := by
  obtain ⟨s, rfl⟩ := vandermonde_dvd h2 hp
  rcases eq_or_ne s 0 with rfl | hs
  · exact ⟨0, by simp⟩
  -- no degree is left for the symmetric cofactor
  rw [totalDegree_mul_of_isDomain vandermonde_degree.1 hs, vandermonde_degree.2] at hd
  have h : s.totalDegree = 0 := by omega
  exact ⟨coeff 0 s, by rw [← totalDegree_eq_zero_iff_eq_C.1 h, mul_comm]⟩

end AntisymmetricPolynomials
```

Here p may be zero, in which case the constant is 0. Otherwise the degree assumption leaves degree 0 for the cofactor, which is then a constant. Within the same Landau-level model, the state whose orbital angular momentum has the least magnitude is unique up to a factor, and it is the Slater determinant of the N lowest powers.

```lean
#print axioms AntisymmetricPolynomials.antisymmetric_iff
-- 'AntisymmetricPolynomials.antisymmetric_iff' depends on axioms: [propext, Classical.choice, Quot.sound]
#print axioms AntisymmetricPolynomials.degree_bound
-- 'AntisymmetricPolynomials.degree_bound' depends on axioms: [propext, Classical.choice, Quot.sound]
#print axioms AntisymmetricPolynomials.lowest_degree_unique
-- 'AntisymmetricPolynomials.lowest_degree_unique' depends on axioms: [propext, Classical.choice, Quot.sound]
```
